# A lower bound on the weight needed to cancel qubit depolarizing noise

A quantum processor estimating a molecular energy returns biased expectation values, because noise acts on its qubits. Probabilistic error cancellation removes the bias by writing the inverse of the noise as a combination $\sum_i q_iE_i$ of channels with real weights, some of them negative. In each run one applies $E_i$ with probability $|q_i|/\gamma$, where $\gamma=\sum_i|q_i|$, and multiplies the measured value by $\gamma$ and the sign of $q_i$. For an observable $O$ with outcomes $\pm1$, the variance per run is $\gamma^2-\langle O\rangle^2$, where $\langle O\rangle$ is the noise-free expectation value, so a large $\gamma$ means many runs. How small can $\gamma$ be?

Take one qubit with Pauli matrices $X,Y,Z$ and the noise

$$D_p(\rho)=(1-p)\rho+\tfrac p3(X\rho X+Y\rho Y+Z\rho Z),\qquad 0\le p<\tfrac34 .$$

Here $p$ is the total probability of a Pauli error, not the weight of the maximally mixed state, which is $4p/3$. If trace-preserving channels $E_i$ with real weights $q_i$ undo $D_p$ exactly, then

$$\gamma\ \ge\ \frac{3+2p}{3-4p}.$$

## Fidelity bounds the weight

For a map $E$ on $d\times d$ matrices, define the entanglement fidelity

$$F(E)=\frac1{d^2}\,\mathrm{Re}\sum_{i,j}\langle i|E(|i\rangle\langle j|)|j\rangle .$$

If $E(\rho)=\sum_kK_k\rho K_k^\dagger$, each summand is $\sum_k(K_k)_{ii}\overline{(K_k)_{jj}}$, hence $F(E)=d^{-2}\sum_k|\mathrm{tr}K_k|^2\ge0$. By Cauchy–Schwarz,

$$|\mathrm{tr}K_k|^2\le d\sum_i|(K_k)_{ii}|^2\le d\,\mathrm{tr}(K_k^\dagger K_k).$$

Summing over $k$ with $\sum_kK_k^\dagger K_k=1$ gives at most $d^2$, so $F(E)\le1$.

Now let $L=\sum_iq_iE_i$ preserve the trace. Taking the trace of $L(1)$ gives $\sum_iq_i=1$, and linearity gives $F(L)=\sum_iq_iF(E_i)$. Therefore

$$\gamma-(2F(L)-1)=\sum_i\bigl[|q_i|-q_i(2F(E_i)-1)\bigr].$$

The bracket is $2q_i(1-F(E_i))$ for $q_i\ge0$ and $2|q_i|F(E_i)$ for $q_i<0$. Neither is negative, so $\gamma\ge2F(L)-1$.

## The inverse of the noise

Multiplying out the Pauli matrices gives $X\rho X+Y\rho Y+Z\rho Z=2\,\mathrm{tr}(\rho)\,1-\rho$, so

$$D_p(\rho)=\left(1-\tfrac{4p}3\right)\rho+\tfrac{2p}3\,\mathrm{tr}(\rho)\,1 .$$

The trace is unchanged, and solving $D_p(\rho)=A$ for $\rho$ yields

$$D_p^{-1}(A)=\frac{3}{3-4p}A-\frac{2p}{3-4p}\,\mathrm{tr}(A)\,1 .$$

In the double sum for $F$, the map $A\mapsto A$ contributes 4 and $A\mapsto\mathrm{tr}(A)1$ contributes 2. Thus

$$F(D_p^{-1})=\frac14\cdot\frac{12-4p}{3-4p}=\frac{3-p}{3-4p},\qquad 2F(D_p^{-1})-1=\frac{3+2p}{3-4p}.$$

Every matrix $A$ equals $D_p(D_p^{-1}(A))$, so a combination that undoes the noise must equal $D_p^{-1}$, and the bound follows.

## Numbers at p = 3/8

Here $D_p(\rho)=\frac12\rho+\frac14\mathrm{tr}(\rho)1$, with inverse $2A-\frac12\mathrm{tr}(A)1$. This is the identity channel with weight $2$ and the completely depolarizing channel with weight $-1$, so $\gamma=3$. The bound is $3.75/1.5=2.5$. This decomposition misses it because the negatively weighted channel has fidelity $\frac14$, not 0. Conjugations by $X$, $Y$ and $Z$ have fidelity 0, since the Pauli matrices are traceless. Giving each of them weight $-\frac14$ and the identity channel weight $\frac74$ produces the same inverse, by the Pauli identity above, and reaches $\gamma=2.5$.

## Channels, fidelity and noise in Lean

The type `n` labels basis states and the finite type `ι` labels the correcting channels.

```lean
import Mathlib

open Matrix

namespace ErrorCancellation

noncomputable section

variable {n ι : Type*} [Fintype n] [DecidableEq n] [Fintype ι]
```

A channel has a finite Kraus form with equal input and output dimension. Trace preservation is part of the definition, so corrections that discard runs are excluded.

```lean
/-- A quantum channel: a map on matrices with a finite, trace-preserving Kraus form. -/
def IsChannel (E : Matrix n n ℂ → Matrix n n ℂ) : Prop :=
  ∃ (r : ℕ) (K : Fin r → Matrix n n ℂ),
    ∑ k, (K k)ᴴ * K k = 1 ∧ ∀ ρ, E ρ = ∑ k, K k * ρ * (K k)ᴴ
```

`Matrix.single i j 1` is $|i\rangle\langle j|$.

```lean
/-- Entanglement fidelity of a linear map on a system of nonzero dimension `d`: the real part
of the sum of the elements `⟨i| E(|i⟩⟨j|) |j⟩`, divided by `d²`. -/
def entFidelity (E : Matrix n n ℂ → Matrix n n ℂ) : ℝ :=
  (∑ i, ∑ j, E (Matrix.single i j 1) i j).re / (Fintype.card n : ℝ) ^ 2
```

The Pauli matrices, the noise and its proposed inverse are explicit.

```lean
/-- The Pauli matrix X. -/
def σX : Matrix (Fin 2) (Fin 2) ℂ := !![0, 1; 1, 0]

/-- The Pauli matrix Y. -/
def σY : Matrix (Fin 2) (Fin 2) ℂ := !![0, -Complex.I; Complex.I, 0]

/-- The Pauli matrix Z. -/
def σZ : Matrix (Fin 2) (Fin 2) ℂ := !![1, 0; 0, -1]

/-- Qubit depolarizing noise: each Pauli error occurs with weight `p/3`. -/
def depolarizing (p : ℝ) (ρ : Matrix (Fin 2) (Fin 2) ℂ) : Matrix (Fin 2) (Fin 2) ℂ :=
  (1 - p : ℂ) • ρ + (p / 3 : ℂ) • (σX * ρ * σX + σY * ρ * σY + σZ * ρ * σZ)

/-- The candidate inverse of the depolarizing noise, for `p ≠ 3/4`. -/
def depolInv (p : ℝ) (A : Matrix (Fin 2) (Fin 2) ℂ) : Matrix (Fin 2) (Fin 2) ℂ :=
  (3 / (3 - 4 * p) : ℂ) • A - (2 * p / (3 - 4 * p) * A.trace : ℂ) • 1
```

`Cancels` places the correction after the noise and requires exact recovery of every matrix `ρ`, not only of density matrices. For combinations of channels the two requirements agree by linearity.

```lean
/-- The maps `E i`, combined with real weights `q i`, undo the depolarizing noise. -/
def Cancels (p : ℝ) (q : ι → ℝ)
    (E : ι → Matrix (Fin 2) (Fin 2) ℂ → Matrix (Fin 2) (Fin 2) ℂ) : Prop :=
  ∀ ρ, ∑ i, (q i : ℂ) • E i (depolarizing p ρ) = ρ
```

Applying the result to a device assumes that the noise on the qubit is $D_p$, and that the corrections act after it as channels on that qubit alone, independently of the noise.

## The general bound

The first lemma computes one matrix entry (`entry`), then exchanges the sums to obtain $|\mathrm{tr}K_k|^2$.

```lean
/-- The entanglement fidelity of a Kraus map is the sum of `|tr K|²` over its Kraus matrices,
divided by the squared dimension. -/
theorem entFidelity_kraus {r : ℕ} (K : Fin r → Matrix n n ℂ) :
    entFidelity (fun ρ => ∑ k, K k * ρ * (K k)ᴴ)
      = (∑ k, ‖(K k).trace‖ ^ 2) / (Fintype.card n : ℝ) ^ 2 := by
  have entry : ∀ (A : Matrix n n ℂ) (i j : n),
      (A * Matrix.single i j 1 * Aᴴ : Matrix n n ℂ) i j = A i i * star (A j j) := by
    intro A i j
    simp [Matrix.mul_apply, Matrix.single_apply, ite_and]
  have key : ∑ i, ∑ j, (∑ k, K k * Matrix.single i j 1 * (K k)ᴴ : Matrix n n ℂ) i j
      = ((∑ k, ‖(K k).trace‖ ^ 2 : ℝ) : ℂ) := by
    simp only [Matrix.sum_apply, entry]
    rw [Finset.sum_congr rfl fun i _ => Finset.sum_comm, Finset.sum_comm, Complex.ofReal_sum]
    refine Finset.sum_congr rfl fun k _ => ?_
    rw [← Finset.sum_mul_sum, ← star_sum, ← Complex.normSq_eq_norm_sq]
    exact Complex.mul_conj (K k).trace
  simp only [entFidelity, key, Complex.ofReal_re]
```

In the next, `hcs` is the Cauchy–Schwarz step and `htr` sums the traces of $K_k^\dagger K_k$ to $d$.

```lean
/-- The entanglement fidelity of a channel lies between 0 and 1. -/
theorem entFidelity_mem [Nonempty n] {E : Matrix n n ℂ → Matrix n n ℂ} (hE : IsChannel E) :
    0 ≤ entFidelity E ∧ entFidelity E ≤ 1 := by
  obtain ⟨r, K, hK, hE⟩ := hE
  have hd : 0 < (Fintype.card n : ℝ) := by exact_mod_cast Fintype.card_pos
  rw [funext hE, entFidelity_kraus]
  refine ⟨by positivity, ?_⟩
  rw [div_le_one (by positivity)]
  -- Cauchy-Schwarz for a single Kraus matrix
  have hcs : ∀ A : Matrix n n ℂ,
      ‖A.trace‖ ^ 2 ≤ (Fintype.card n : ℝ) * (Aᴴ * A).trace.re := by
    intro A
    have h1 : (Aᴴ * A).trace.re = ∑ j, ∑ i, ‖A i j‖ ^ 2 := by
      simp only [Matrix.trace, Matrix.diag_apply, Matrix.mul_apply,
        Matrix.conjTranspose_apply, Complex.re_sum]
      refine Finset.sum_congr rfl fun j _ => Finset.sum_congr rfl fun i _ => ?_
      rw [Complex.sq_norm, Complex.normSq_apply]
      simp
    rw [h1]
    calc ‖A.trace‖ ^ 2 ≤ (∑ i, ‖A i i‖) ^ 2 :=
          pow_le_pow_left₀ (norm_nonneg _) (norm_sum_le Finset.univ fun i => A i i) 2
      _ ≤ (Fintype.card n : ℝ) * ∑ i, ‖A i i‖ ^ 2 := sq_sum_le_card_mul_sum_sq
      _ ≤ (Fintype.card n : ℝ) * ∑ j, ∑ i, ‖A i j‖ ^ 2 :=
          mul_le_mul_of_nonneg_left (Finset.sum_le_sum fun j _ =>
            Finset.single_le_sum (f := fun i => ‖A i j‖ ^ 2)
              (fun i _ => by positivity) (Finset.mem_univ j)) hd.le
  have htr : ∑ k, ((K k)ᴴ * K k).trace.re = (Fintype.card n : ℝ) := by
    rw [← Complex.re_sum, ← Matrix.trace_sum, hK, Matrix.trace_one, Complex.natCast_re]
  calc ∑ k, ‖(K k).trace‖ ^ 2
      ≤ ∑ k, (Fintype.card n : ℝ) * ((K k)ᴴ * K k).trace.re :=
        Finset.sum_le_sum fun k _ => hcs (K k)
    _ = (Fintype.card n : ℝ) ^ 2 := by rw [← Finset.mul_sum, htr, sq]
```

The theorem on weights holds in any nonzero finite dimension. Its steps `hsum`, `hF` and `gap` are the three identities derived above, and `hnn` is the sign argument. A sum of nonnegative terms vanishes only if each term does, which gives the equality condition.

```lean
/-- In nonzero dimension, if a trace-preserving map `L` is a real combination of channels, the total
absolute weight is at least `2 F(L) - 1`. Equality holds exactly when every positively weighted
channel has entanglement fidelity 1 and every negatively weighted one has 0. -/
theorem cost_ge_fidelity [Nonempty n] {L : Matrix n n ℂ → Matrix n n ℂ}
    {E : ι → Matrix n n ℂ → Matrix n n ℂ} {q : ι → ℝ}
    (hL : ∀ A, (L A).trace = A.trace) (hE : ∀ i, IsChannel (E i))
    (hdec : ∀ A, L A = ∑ i, (q i : ℂ) • E i A) :
    2 * entFidelity L - 1 ≤ ∑ i, |q i| ∧
    (∑ i, |q i| = 2 * entFidelity L - 1 ↔
      ∀ i, (0 < q i → entFidelity (E i) = 1) ∧ (q i < 0 → entFidelity (E i) = 0)) := by
  -- trace preservation fixes the sum of the weights
  have htr : ∀ i, (E i 1).trace = (Fintype.card n : ℂ) := by
    intro i
    obtain ⟨r, K, hK, hEi⟩ := hE i
    simp only [hEi, mul_one, Matrix.trace_sum]
    rw [← Matrix.trace_one, ← hK, Matrix.trace_sum]
    exact Finset.sum_congr rfl fun k _ => Matrix.trace_mul_comm _ _
  have hsum : ∑ i, q i = 1 := by
    have h := hL 1
    simp only [hdec, Matrix.trace_sum, Matrix.trace_smul, htr, smul_eq_mul,
      Matrix.trace_one] at h
    rw [← Finset.sum_mul] at h
    have hd : (Fintype.card n : ℂ) ≠ 0 := by exact_mod_cast Fintype.card_ne_zero
    have h' : ∑ i, (q i : ℂ) = 1 := mul_right_cancel₀ hd (by rw [h, one_mul])
    exact_mod_cast h'
  -- the fidelity is linear in the map
  have hF : entFidelity L = ∑ i, q i * entFidelity (E i) := by
    have h : ∑ a, ∑ b, L (Matrix.single a b 1) a b
        = ∑ i, (q i : ℂ) * ∑ a, ∑ b, E i (Matrix.single a b 1) a b := by
      simp only [hdec, Matrix.sum_apply, Matrix.smul_apply, smul_eq_mul, Finset.mul_sum]
      rw [Finset.sum_congr rfl fun a _ => Finset.sum_comm, Finset.sum_comm]
    unfold entFidelity
    rw [h, Complex.re_sum, Finset.sum_div]
    refine Finset.sum_congr rfl fun i _ => ?_
    rw [Complex.re_ofReal_mul, mul_div_assoc]
  have gap : ∑ i, (|q i| - q i * (2 * entFidelity (E i) - 1))
      = ∑ i, |q i| - (2 * entFidelity L - 1) := by
    have e : ∀ i, |q i| - q i * (2 * entFidelity (E i) - 1)
        = |q i| - 2 * (q i * entFidelity (E i)) + q i := fun i => by ring
    rw [Finset.sum_congr rfl fun i _ => e i, Finset.sum_add_distrib,
      Finset.sum_sub_distrib, ← Finset.mul_sum, hsum, hF]
    ring
  have hnn : ∀ i ∈ Finset.univ, 0 ≤ |q i| - q i * (2 * entFidelity (E i) - 1) := by
    intro i _
    obtain ⟨h0, h1⟩ := entFidelity_mem (hE i)
    rcases abs_cases (q i) with ⟨h, h'⟩ | ⟨h, h'⟩ <;> rw [h]
    · nlinarith [mul_nonneg h' (sub_nonneg.mpr h1)]
    · nlinarith [mul_nonneg (neg_nonneg.mpr h'.le) h0]
  refine ⟨by linarith [Finset.sum_nonneg hnn], ?_⟩
  rw [← sub_eq_zero, ← gap, Finset.sum_eq_zero_iff_of_nonneg hnn]
  simp only [Finset.mem_univ, true_implies]
  refine forall_congr' fun i => ?_
  rcases lt_trichotomy (q i) 0 with h | h | h
  · rw [abs_of_neg h]
    refine ⟨fun e => ⟨fun h' => (lt_asymm h h').elim, fun _ => ?_⟩, fun e => ?_⟩
    · exact (mul_eq_zero.mp (by linarith : q i * entFidelity (E i) = 0)).resolve_left h.ne
    · rw [e.2 h]; ring
  · simp [h]
  · rw [abs_of_pos h]
    refine ⟨fun e => ⟨fun _ => ?_, fun h' => (lt_asymm h h').elim⟩, fun e => ?_⟩
    · exact mul_left_cancel₀ h.ne' (by linarith)
    · rw [e.1 h]; ring
```

## Depolarizing noise

The Pauli identity is `hS`, checked entry by entry.

```lean
/-- Depolarizing noise mixes the input with a multiple of the identity matrix. -/
theorem depolarizing_apply (p : ℝ) (ρ : Matrix (Fin 2) (Fin 2) ℂ) :
    depolarizing p ρ = (1 - 4 * p / 3 : ℂ) • ρ + (2 * p / 3 * ρ.trace : ℂ) • 1 := by
  have hI : ∀ x : ℂ, Complex.I * x * Complex.I = -x := fun x => by
    linear_combination x * Complex.I_sq

  have hS : σX * ρ * σX + σY * ρ * σY + σZ * ρ * σZ = (2 * ρ.trace) • 1 - ρ := by
    obtain ⟨a, b, c, d, rfl⟩ : ∃ a b c d : ℂ, ρ = !![a, b; c, d] :=
      ⟨_, _, _, _, Matrix.eta_fin_two ρ⟩
    simp only [σX, σY, σZ, Matrix.mul_fin_two]
    ext i j
    fin_cases i <;> fin_cases j <;> simp [Matrix.trace_fin_two, hI] <;> ring
  rw [depolarizing, hS]
  module
```

The inverse is then verified by substitution, and its fidelity is evaluated from the four matrix units.

```lean
/-- For `p ≠ 3/4` the candidate inverse preserves the trace, and the noise applied after it
gives back the input. -/
theorem depolInv_spec {p : ℝ} (hp : p ≠ 3 / 4) (A : Matrix (Fin 2) (Fin 2) ℂ) :
    (depolInv p A).trace = A.trace ∧ depolarizing p (depolInv p A) = A := by
  have h : (3 - 4 * p : ℂ) ≠ 0 := by
    have h' : 3 - 4 * p ≠ 0 := fun e => hp (by linarith)
    exact_mod_cast h'
  have ht : (depolInv p A).trace = A.trace := by
    simp only [depolInv, Matrix.trace_sub, Matrix.trace_smul, Matrix.trace_one,
      Fintype.card_fin, smul_eq_mul, Nat.cast_ofNat]
    linear_combination A.trace * div_self h
  refine ⟨ht, ?_⟩
  rw [depolarizing_apply, ht, depolInv]
  ext i j
  simp only [Matrix.add_apply, Matrix.sub_apply, Matrix.smul_apply, smul_eq_mul]
  linear_combination
    (A i j - 2 * p / 3 * A.trace * (1 : Matrix (Fin 2) (Fin 2) ℂ) i j) * div_self h

/-- For `p ≠ 3/4` the inverse noise map has entanglement fidelity `(3 - p)/(3 - 4p)`. -/
theorem entFidelity_depolInv {p : ℝ} (hp : p ≠ 3 / 4) :
    entFidelity (depolInv p) = (3 - p) / (3 - 4 * p) := by
  have h : 3 - 4 * p ≠ 0 := fun e => hp (by linarith)
  have key : ∑ i, ∑ j, depolInv p (Matrix.single i j 1) i j
      = ((4 * (3 / (3 - 4 * p)) - 2 * (2 * p / (3 - 4 * p)) : ℝ) : ℂ) := by
    simp [depolInv, Fin.sum_univ_two, Matrix.trace_fin_two, Matrix.single_apply]
    ring
  rw [entFidelity, key, Complex.ofReal_re, Fintype.card_fin]
  push_cast
  ring
```

In the main theorem, `hdec` identifies the combination with `depolInv p`. The product form comes first, and division by the positive number $3-4p$ gives the ratio. Lean assumes only `p < 3 / 4`; negative `p` is allowed but does not describe a probability.

```lean
/-- Cost of probabilistic error cancellation: for `p < 3/4`, if channels with real weights `q i`
undo the depolarizing noise, then `3 - 4p` times the total absolute weight is at least
`3 + 2p`. -/
theorem cancellation_cost {p : ℝ} (hp : p < 3 / 4) {q : ι → ℝ}
    {E : ι → Matrix (Fin 2) (Fin 2) ℂ → Matrix (Fin 2) (Fin 2) ℂ}
    (hE : ∀ i, IsChannel (E i)) (hc : Cancels p q E) :
    3 + 2 * p ≤ (3 - 4 * p) * ∑ i, |q i| := by
  have hpos : 0 < 3 - 4 * p := by linarith
  -- the noise is onto, so the combination equals the explicit inverse
  have hdec : ∀ A, depolInv p A = ∑ i, (q i : ℂ) • E i A := by
    intro A
    have h := hc (depolInv p A)
    rw [(depolInv_spec hp.ne A).2] at h
    exact h.symm
  have h := (cost_ge_fidelity (fun A => (depolInv_spec hp.ne A).1) hE hdec).1
  rw [entFidelity_depolInv hp.ne] at h
  have h2 := mul_le_mul_of_nonneg_left h hpos.le
  have h3 : (3 - 4 * p) * ((3 - p) / (3 - 4 * p)) = 3 - p := mul_div_cancel₀ _ hpos.ne'
  linarith

/-- The same bound as a ratio: for `p < 3/4`, channels with real weights that undo the
depolarizing noise have total absolute weight at least `(3 + 2p)/(3 - 4p)`. -/
theorem cancellation_cost_ratio {p : ℝ} (hp : p < 3 / 4) {q : ι → ℝ}
    {E : ι → Matrix (Fin 2) (Fin 2) ℂ → Matrix (Fin 2) (Fin 2) ℂ}
    (hE : ∀ i, IsChannel (E i)) (hc : Cancels p q E) :
    (3 + 2 * p) / (3 - 4 * p) ≤ ∑ i, |q i| := by
  rw [div_le_iff₀ (by linarith), mul_comm (∑ i, |q i|)]
  exact cancellation_cost hp hE hc
```

A single channel would have $\gamma=1$, forcing $3+2p\le3-4p$, which is false for $p>0$.

```lean
/-- For `0 < p < 3/4` no single channel undoes the depolarizing noise. -/
theorem no_channel_inverse {p : ℝ} (h0 : 0 < p) (hp : p < 3 / 4)
    {E : Matrix (Fin 2) (Fin 2) ℂ → Matrix (Fin 2) (Fin 2) ℂ} (hE : IsChannel E) :
    ¬ ∀ ρ, E (depolarizing p ρ) = ρ := by
  intro h
  have hc : Cancels p (fun _ : Unit => 1) (fun _ => E) := fun ρ => by simp [h ρ]
  have := cancellation_cost hp (fun _ => hE) hc
  simp at this
  linarith
```

The last theorem confirms the decomposition with weights $2$ and $-1$ at $p=3/8$. Kraus matrices for the completely depolarizing channel are $\frac12 1,\frac12X,\frac12Y,\frac12Z$, and the formula for $D_p$ at $p=3/4$ shows that they give the right map.

```lean
/-- At `p = 3/8` the identity channel with weight 2 and the completely depolarizing channel
with weight -1 undo the noise. -/
theorem cancellation_cost_witness :
    IsChannel (id : Matrix (Fin 2) (Fin 2) ℂ → Matrix (Fin 2) (Fin 2) ℂ) ∧
    IsChannel (fun ρ : Matrix (Fin 2) (Fin 2) ℂ => (ρ.trace / 2) • 1) ∧
    Cancels (3 / 8) ![2, -1] ![id, fun ρ => (ρ.trace / 2) • 1] := by
  have hX : σXᴴ = σX := by
    ext i j; fin_cases i <;> fin_cases j <;> simp [σX]
  have hY : σYᴴ = σY := by
    ext i j; fin_cases i <;> fin_cases j <;> simp [σY]
  have hZ : σZᴴ = σZ := by
    ext i j; fin_cases i <;> fin_cases j <;> simp [σZ]
  have hX2 : σX * σX = 1 := by
    ext i j; fin_cases i <;> fin_cases j <;> simp [σX]
  have hY2 : σY * σY = 1 := by
    ext i j; fin_cases i <;> fin_cases j <;> simp [σY]
  have hZ2 : σZ * σZ = 1 := by
    ext i j; fin_cases i <;> fin_cases j <;> simp [σZ]
  have hs : star (1 / 2 : ℂ) = 1 / 2 := by simp
  refine ⟨⟨1, fun _ => 1, by simp, fun ρ => by simp⟩,
    ⟨4, ![(1 / 2 : ℂ) • 1, (1 / 2 : ℂ) • σX, (1 / 2 : ℂ) • σY, (1 / 2 : ℂ) • σZ], ?_, ?_⟩, ?_⟩
  · simp only [Fin.sum_univ_four, Matrix.cons_val, Matrix.conjTranspose_smul, hs, hX, hY, hZ,
      Matrix.conjTranspose_one, Matrix.smul_mul, Matrix.mul_smul, hX2, hY2, hZ2, mul_one]
    module
  · intro ρ
    -- the noise at p = 3/4 is the completely depolarizing channel
    have h := depolarizing_apply (3 / 4) ρ
    rw [depolarizing] at h
    push_cast at h
    simp only [Fin.sum_univ_four, Matrix.cons_val, Matrix.conjTranspose_smul, hs, hX, hY, hZ,
      Matrix.conjTranspose_one, Matrix.smul_mul, Matrix.mul_smul, one_mul, mul_one]
    linear_combination (norm := module) -h
  · intro ρ
    have ht : (depolarizing (3 / 8) ρ).trace = ρ.trace := by
      rw [depolarizing_apply, Matrix.trace_add, Matrix.trace_smul, Matrix.trace_smul,
        Matrix.trace_one, Fintype.card_fin]
      push_cast
      simp only [smul_eq_mul]
      ring
    rw [Fin.sum_univ_two]
    change ((2 : ℝ) : ℂ) • depolarizing (3 / 8) ρ
      + ((-1 : ℝ) : ℂ) • (((depolarizing (3 / 8) ρ).trace / 2) • 1) = ρ
    rw [ht, depolarizing_apply]
    push_cast
    module

end

end ErrorCancellation
```

```lean
#print axioms ErrorCancellation.cancellation_cost_ratio
#print axioms ErrorCancellation.no_channel_inverse
```

```
'ErrorCancellation.cancellation_cost_ratio' depends on axioms: [propext, Classical.choice, Quot.sound]
'ErrorCancellation.no_channel_inverse' depends on axioms: [propext, Classical.choice, Quot.sound]
```
